# A real positive semidefinite matrix is a finite sum of rank-one terms with non-negative weights

The declaration says that every real positive semidefinite matrix `B` with a finite index set can be written as B_ij = ∑_k w_k u_k(i) u_k(j), with all weights w_k ≥ 0 and as many terms as there are indices. In physical terms, an energy quadratic in real amplitudes with coefficients `B` becomes a weighted sum of squares. The comment calls `B` an integral matrix, but the statement doesn't require its entries to be integrals, nor the vectors u_k to be normalised or orthogonal. The proof takes the eigenvalues as weights and an orthonormal basis of eigenvectors as the u_k, then combines the completeness of that basis with the eigenvalue equation.

As first written in Lean, the proof fails:

```lean
import Mathlib

open MeasureTheory Matrix

namespace ExistsRankOneSum

noncomputable section

variable {n : Type*} [Fintype n]

/-- A real positive semidefinite integral matrix is a sum of rank-one terms with
non-negative weights. -/
theorem exists_rank_one_sum {B : Matrix n n ℝ} (hB : B.PosSemidef) :
    ∃ (w : n → ℝ) (u : n → n → ℝ), (∀ k, 0 ≤ w k) ∧
      ∀ i j, B i j = ∑ k, w k * (u k i * u k j) := by
  classical
  refine ⟨hB.1.eigenvalues, fun k i => (hB.1.eigenvectorBasis k).ofLp i,
    fun k => hB.eigenvalues_nonneg k, fun i j => ?_⟩
  -- completeness of the eigenvectors
  have hcomp : ∀ l, ∑ k, (hB.1.eigenvectorBasis k).ofLp l * (hB.1.eigenvectorBasis k).ofLp j
      = if l = j then 1 else 0 := by
    intro l
    have h := hB.1.eigenvectorBasis.sum_inner_mul_inner
      (EuclideanSpace.single l (1 : ℝ)) (EuclideanSpace.single j (1 : ℝ))
    simpa [EuclideanSpace.inner_single_left, EuclideanSpace.inner_single_right,
      Pi.single_apply] using h
  have heig : ∀ k, ∑ l, B i l * (hB.1.eigenvectorBasis k).ofLp l
      = hB.1.eigenvalues k * (hB.1.eigenvectorBasis k).ofLp i := by
    intro k
    have h := congrFun (hB.1.mulVec_eigenvectorBasis k) i
    simpa only [Matrix.mulVec, dotProduct, Pi.smul_apply, smul_eq_mul] using h
  calc B i j = ∑ l, B i l * (if l = j then 1 else 0) := by simp
    _ = ∑ l, B i l * ∑ k, (hB.1.eigenvectorBasis k).ofLp l
          * (hB.1.eigenvectorBasis k).ofLp j := by simp_rw [hcomp]
    _ = ∑ k, (∑ l, B i l * (hB.1.eigenvectorBasis k).ofLp l)
          * (hB.1.eigenvectorBasis k).ofLp j := by
        simp_rw [Finset.mul_sum, Finset.sum_mul]
        rw [Finset.sum_comm]
        simp only [mul_assoc]
    _ = _ := by simp_rw [heig, mul_assoc]

end

end ExistsRankOneSum
```

Lean reports:

```
Main.lean:25:4: error: Type mismatch: After simplification, term
  h
 has type
  ∑ x, (⋯.eigenvectorBasis x).ofLp l * (⋯.eigenvectorBasis x).ofLp j = if j = l then 1 else 0
but is expected to have type
  ∑ x, (⋯.eigenvectorBasis x).ofLp l * (⋯.eigenvectorBasis x).ofLp j = if l = j then 1 else 0
```

Cause. The one error is in `hcomp`, the completeness relation. After simplification, `h` has the right sum on the left, but its right-hand side is `if j = l then 1 else 0`, while the goal has `if l = j then 1 else 0`. The two are equal in value, but `j = l` and `l = j` are different propositions to Lean. The `simpa` call did not turn one into the other, so `h` didn't fit the goal.

The repair states `hcomp` with `if j = l`, the form that `h` takes. The first line of the `calc` block is changed in the same way, so that it still agrees with `hcomp` when the next step rewrites with it.

The other changes are tidying: `obtain` gives the eigenvector basis and the eigenvalues the short names `b` and `w`, and the later lines are rewritten with them. No message calls for this.

Lean accepts the file once it reads:

```diff
@@ -15,24 +15,23 @@
       ∀ i j, B i j = ∑ k, w k * (u k i * u k j) := by
   classical
-  refine ⟨hB.1.eigenvalues, fun k i => (hB.1.eigenvectorBasis k).ofLp i,
-    fun k => hB.eigenvalues_nonneg k, fun i j => ?_⟩
+  obtain ⟨b, w, hw, hb⟩ : ∃ (b : OrthonormalBasis n ℝ (EuclideanSpace ℝ n)) (w : n → ℝ),
+      (∀ k, 0 ≤ w k) ∧ ∀ k, B *ᵥ (b k).ofLp = w k • (b k).ofLp :=
+    ⟨hB.1.eigenvectorBasis, hB.1.eigenvalues, fun k => hB.eigenvalues_nonneg k,
+      fun k => hB.1.mulVec_eigenvectorBasis k⟩
+  refine ⟨w, fun k i => (b k).ofLp i, hw, fun i j => ?_⟩
   -- completeness of the eigenvectors
-  have hcomp : ∀ l, ∑ k, (hB.1.eigenvectorBasis k).ofLp l * (hB.1.eigenvectorBasis k).ofLp j
-      = if l = j then 1 else 0 := by
+  have hcomp : ∀ l, ∑ k, (b k).ofLp l * (b k).ofLp j = if j = l then 1 else 0 := by
     intro l
-    have h := hB.1.eigenvectorBasis.sum_inner_mul_inner
+    have h := b.sum_inner_mul_inner
       (EuclideanSpace.single l (1 : ℝ)) (EuclideanSpace.single j (1 : ℝ))
     simpa [EuclideanSpace.inner_single_left, EuclideanSpace.inner_single_right,
       Pi.single_apply] using h
-  have heig : ∀ k, ∑ l, B i l * (hB.1.eigenvectorBasis k).ofLp l
-      = hB.1.eigenvalues k * (hB.1.eigenvectorBasis k).ofLp i := by
+  have heig : ∀ k, ∑ l, B i l * (b k).ofLp l = w k * (b k).ofLp i := by
     intro k
-    have h := congrFun (hB.1.mulVec_eigenvectorBasis k) i
+    have h := congrFun (hb k) i
     simpa only [Matrix.mulVec, dotProduct, Pi.smul_apply, smul_eq_mul] using h
-  calc B i j = ∑ l, B i l * (if l = j then 1 else 0) := by simp
-    _ = ∑ l, B i l * ∑ k, (hB.1.eigenvectorBasis k).ofLp l
-          * (hB.1.eigenvectorBasis k).ofLp j := by simp_rw [hcomp]
-    _ = ∑ k, (∑ l, B i l * (hB.1.eigenvectorBasis k).ofLp l)
-          * (hB.1.eigenvectorBasis k).ofLp j := by
+  calc B i j = ∑ l, B i l * (if j = l then 1 else 0) := by simp
+    _ = ∑ l, B i l * ∑ k, (b k).ofLp l * (b k).ofLp j := by simp_rw [hcomp]
+    _ = ∑ k, (∑ l, B i l * (b k).ofLp l) * (b k).ofLp j := by
         simp_rw [Finset.mul_sum, Finset.sum_mul]
         rw [Finset.sum_comm]
```
